# The saddle-point Kondo scale decreases strictly with crystal-field splitting

For integers $a,b\ge 1$ and $K>0$, each splitting $D\ge 0$ admits exactly one $T>0$ with $T^a(T+D)^b=K^{a+b}$. This $T$ equals $K$ at $D=0$ and decreases strictly with $D$, and $T\,D^{b/a}\to K^{(a+b)/a}$ as $D\to\infty$. Here $T$ is the Kondo scale, an energy, of a multiplet of degeneracy $a$ lying $D$ below one of degeneracy $b$, in zero-temperature slave-boson mean-field theory with a wide band and the level widths neglected; $K$ is its value without splitting, held fixed.

In Lean 4 with Mathlib:

```lean
import Mathlib

open Filter Topology

namespace CrystalFieldKondo

noncomputable section

/-- The zero-temperature slave-boson saddle-point equation in the wide-band limit, with the
hybridisation widths of the levels neglected, for multiplets of degeneracies `a` and `b` at energies
`T` and `T + D`, with dimensionless coupling `J` and band cutoff `W`. Its domain is `W > 0`,
`T > 0`, `D ≥ 0`. -/
def SaddlePoint (a b : ℕ) (J W D T : ℝ) : Prop :=
  J * (a * Real.log (W / T) + b * Real.log (W / (T + D))) = 1

/-- The Kondo scale of the unsplit level of degeneracy `a + b`, for `J > 0`, `W > 0` and
`a + b ≠ 0`. -/
def unsplitScale (a b : ℕ) (J W : ℝ) : ℝ :=
  W * Real.exp (-(1 / (((a : ℝ) + b) * J)))

/-- `T` is a Kondo scale at crystal-field splitting `D`: it is positive and solves
`T^a (T + D)^b = K^(a+b)`. -/
def IsKondoScale (a b : ℕ) (K D T : ℝ) : Prop :=
  0 < T ∧ T ^ a * (T + D) ^ b = K ^ (a + b)

/-- For positive `K` and `T` and nonnegative `D`, the product equation says that the
degeneracy-weighted sum of the logarithms of `T` and `T + D` equals `(a + b) log K`. -/
theorem product_iff_log {a b : ℕ} {K D T : ℝ} (hK : 0 < K) (hD : 0 ≤ D) (hT : 0 < T) :
    T ^ a * (T + D) ^ b = K ^ (a + b) ↔
      a * Real.log T + b * Real.log (T + D) = ((a : ℝ) + b) * Real.log K := by
  have hTD : 0 < T + D := by linarith
  have h1 : Real.log (T ^ a * (T + D) ^ b) = a * Real.log T + b * Real.log (T + D) := by
    rw [Real.log_mul (pow_pos hT a).ne' (pow_pos hTD b).ne', Real.log_pow, Real.log_pow]
  have h2 : Real.log (K ^ (a + b)) = ((a : ℝ) + b) * Real.log K := by
    rw [Real.log_pow, Nat.cast_add]
  rw [← h1, ← h2]
  exact ⟨fun h => by rw [h], fun h => Real.log_injOn_pos
    (Set.mem_Ioi.2 (mul_pos (pow_pos hT a) (pow_pos hTD b))) (Set.mem_Ioi.2 (pow_pos hK _)) h⟩

/-- For `a ≥ 1`, positive coupling and cutoff, and `D ≥ 0`, a positive `T` solves the slave-boson
saddle-point equation exactly when it is a Kondo scale for the unsplit scale `K`. -/
theorem saddlePoint_iff {a b : ℕ} {J W D T : ℝ} (ha : 1 ≤ a) (hJ : 0 < J) (hW : 0 < W)
    (hD : 0 ≤ D) (hT : 0 < T) :
    SaddlePoint a b J W D T ↔ IsKondoScale a b (unsplitScale a b J W) D T := by
  have ha' : (0 : ℝ) < a := by exact_mod_cast ha
  have hab : (0 : ℝ) < (a : ℝ) + b := by positivity
  have hTD : 0 < T + D := by linarith
  have hK : 0 < unsplitScale a b J W := mul_pos hW (Real.exp_pos _)
  have hc : (((a : ℝ) + b) * J) * (1 / (((a : ℝ) + b) * J)) = 1 :=
    mul_one_div_cancel (mul_pos hab hJ).ne'
  have hlog : Real.log (unsplitScale a b J W)
      = Real.log W + -(1 / (((a : ℝ) + b) * J)) := by
    rw [unsplitScale, Real.log_mul hW.ne' (Real.exp_pos _).ne', Real.log_exp]
  unfold SaddlePoint IsKondoScale
  rw [and_iff_right hT, product_iff_log hK hD hT, hlog,
    Real.log_div hW.ne' hT.ne', Real.log_div hW.ne' hTD.ne']
  generalize 1 / (((a : ℝ) + b) * J) = c at hc ⊢
  constructor
  · intro h
    exact mul_left_cancel₀ hJ.ne' (by linear_combination hc - h)
  · intro h
    linear_combination hc - J * h

/-- For `a ≥ 1` and `K > 0`, every splitting `D ≥ 0` admits exactly one Kondo scale. -/
theorem existsUnique_scale {a b : ℕ} {K D : ℝ} (ha : 1 ≤ a) (hK : 0 < K) (hD : 0 ≤ D) :
    ∃! T, IsKondoScale a b K D T := by
  have ha0 : a ≠ 0 := by omega
  -- the product grows strictly with `T`
  have mono : ∀ s t : ℝ, 0 < s → s < t → s ^ a * (s + D) ^ b < t ^ a * (t + D) ^ b := by
    intro s t hs hst
    have ht : 0 < t := hs.trans hst
    calc s ^ a * (s + D) ^ b < t ^ a * (s + D) ^ b :=
          mul_lt_mul_of_pos_right (pow_lt_pow_left₀ hst hs.le ha0) (pow_pos (by linarith) b)
      _ ≤ t ^ a * (t + D) ^ b := by gcongr
  -- it runs from zero at `T = 0` to at least `K^(a+b)` at `T = K`
  have hcont : ContinuousOn (fun t : ℝ => t ^ a * (t + D) ^ b) (Set.Icc 0 K) := by fun_prop
  have hmem : K ^ (a + b) ∈ Set.Icc ((0 : ℝ) ^ a * (0 + D) ^ b) (K ^ a * (K + D) ^ b) := by
    constructor
    · rw [zero_pow ha0, zero_mul]
      positivity
    · rw [pow_add]
      have hKD : K ≤ K + D := by linarith
      gcongr
  obtain ⟨T, hT, hTeq⟩ := intermediate_value_Icc hK.le hcont hmem
  have hTeq' : T ^ a * (T + D) ^ b = K ^ (a + b) := hTeq
  have hTpos : 0 < T := by
    refine lt_of_le_of_ne hT.1 ?_
    intro h0
    rw [← h0, zero_pow ha0, zero_mul] at hTeq'
    exact (pow_pos hK (a + b)).ne hTeq'
  refine ⟨T, ⟨hTpos, hTeq'⟩, ?_⟩
  rintro s ⟨hs, hseq⟩
  rcases lt_trichotomy s T with h | h | h
  · have := mono s T hs h
    linarith
  · exact h
  · have := mono T s hTpos h
    linarith

/-- If the upper multiplet has degeneracy `b ≥ 1`, the larger of two nonnegative splittings has
the strictly smaller Kondo scale. -/
theorem scale_lt_of_splitting_lt {a b : ℕ} {K D₁ D₂ T₁ T₂ : ℝ} (hb : 1 ≤ b) (hD₁ : 0 ≤ D₁)
    (hD : D₁ < D₂) (h₁ : IsKondoScale a b K D₁ T₁) (h₂ : IsKondoScale a b K D₂ T₂) :
    T₂ < T₁ := by
  obtain ⟨p₁, e₁⟩ := h₁
  obtain ⟨p₂, e₂⟩ := h₂
  by_contra hcon
  have hle : T₁ ≤ T₂ := not_lt.1 hcon
  have hpos : 0 < T₂ + D₂ := by linarith
  have hlt : T₁ ^ a * (T₁ + D₁) ^ b < T₂ ^ a * (T₂ + D₂) ^ b :=
    calc T₁ ^ a * (T₁ + D₁) ^ b < T₁ ^ a * (T₂ + D₂) ^ b :=
          mul_lt_mul_of_pos_left
            (pow_lt_pow_left₀ (by linarith) (by linarith) (by omega)) (pow_pos p₁ a)
      _ ≤ T₂ ^ a * (T₂ + D₂) ^ b :=
          mul_le_mul_of_nonneg_right (pow_le_pow_left₀ p₁.le hle a) (pow_pos hpos b).le
  linarith

/-- For `a ≥ 1`, `K > 0` and `D ≥ 0`, the splitting lowers the Kondo scale below `K` by at most
`b D / (a + b)`, the degeneracy-weighted mean excitation energy. -/
theorem scale_lower_bound {a b : ℕ} {K D T : ℝ} (ha : 1 ≤ a) (hK : 0 < K) (hD : 0 ≤ D)
    (h : IsKondoScale a b K D T) : K - b * D / ((a : ℝ) + b) ≤ T := by
  obtain ⟨hT, he⟩ := h
  have ha' : (0 : ℝ) < a := by exact_mod_cast ha
  have hab : (0 : ℝ) < (a : ℝ) + b := by positivity
  have hl := (product_iff_log hK hD hT).1 he
  -- the logarithm lies below its tangent at `K`
  have key : ∀ x : ℝ, 0 < x → K * (Real.log x - Real.log K) ≤ x - K := by
    intro x hx
    have h1 := Real.log_le_sub_one_of_pos (div_pos hx hK)
    rw [Real.log_div hx.ne' hK.ne'] at h1
    have e : K * (x / K) = x := by field_simp
    calc K * (Real.log x - Real.log K) ≤ K * (x / K - 1) :=
          mul_le_mul_of_nonneg_left h1 hK.le
      _ = x - K := by rw [mul_sub, e, mul_one]
  have h1 := mul_le_mul_of_nonneg_left (key T hT) ha'.le
  have h2 := mul_le_mul_of_nonneg_left (key (T + D) (by linarith)) (Nat.cast_nonneg (α := ℝ) b)
  have h3 : (a : ℝ) * (K * (Real.log T - Real.log K))
      + b * (K * (Real.log (T + D) - Real.log K)) = 0 := by
    linear_combination K * hl
  have h4 : K - T ≤ b * D / ((a : ℝ) + b) := by
    rw [le_div_iff₀ hab]
    nlinarith
  linarith

/-- For `a, b ≥ 1` and `K > 0`, if `T D` is the Kondo scale at each splitting `D ≥ 0`, then
`T D * D^(b/a)` tends to `K^((a+b)/a)` as the splitting grows without bound. -/
theorem strong_splitting_limit {a b : ℕ} {K : ℝ} {T : ℝ → ℝ} (ha : 1 ≤ a) (hb : 1 ≤ b)
    (hK : 0 < K) (hT : ∀ D, 0 ≤ D → IsKondoScale a b K D (T D)) :
    Tendsto (fun D => T D * D ^ ((b : ℝ) / a)) atTop (𝓝 (K ^ (((a : ℝ) + b) / a))) := by
  have ha' : (a : ℝ) ≠ 0 := by
    have : a ≠ 0 := by omega
    exact_mod_cast this
  have h0 : IsKondoScale a b K 0 K := ⟨hK, by rw [add_zero, pow_add]⟩
  -- the scale stays below `K`, so it is negligible against the splitting
  have ratio : Tendsto (fun D => T D / D) atTop (𝓝 0) := by
    refine squeeze_zero' (g := fun D => K / D) ?_ ?_ (tendsto_const_nhds.div_atTop tendsto_id)
    · filter_upwards [eventually_gt_atTop (0 : ℝ)] with D hD
      exact (div_pos (hT D hD.le).1 hD).le
    · filter_upwards [eventually_gt_atTop (0 : ℝ)] with D hD
      exact div_le_div_of_nonneg_right
        (scale_lt_of_splitting_lt hb le_rfl hD h0 (hT D hD.le)).le hD.le
  have h : Tendsto (fun D => (K ^ (a + b) / (T D / D + 1) ^ b) ^ ((1 : ℝ) / a)) atTop
      (𝓝 ((K ^ (a + b) / (0 + 1) ^ b) ^ ((1 : ℝ) / a))) :=
    (tendsto_const_nhds.div ((ratio.add_const 1).pow b) (by simp)).rpow_const
      (Or.inr (by positivity))
  have e : (K ^ (a + b) / (0 + 1) ^ b) ^ ((1 : ℝ) / a) = K ^ (((a : ℝ) + b) / a) := by
    rw [zero_add, one_pow, div_one, ← Real.rpow_natCast, ← Real.rpow_mul hK.le, mul_one_div,
      Nat.cast_add]
  rw [e] at h
  refine h.congr' ?_
  filter_upwards [eventually_gt_atTop (0 : ℝ)] with D hD
  obtain ⟨ht, hs⟩ := hT D hD.le
  have hq : 0 < T D / D + 1 := by positivity
  have hm : D * (T D / D + 1) = T D + D := by field_simp
  have e0 : K ^ (a + b) / (T D / D + 1) ^ b = T D ^ a * D ^ b := by
    rw [div_eq_iff (pow_pos hq b).ne', ← hs, mul_assoc, ← mul_pow, hm]
  have e1 : (T D ^ a) ^ ((1 : ℝ) / a) = T D := by
    rw [← Real.rpow_natCast, ← Real.rpow_mul ht.le, mul_one_div_cancel ha', Real.rpow_one]
  have e2 : (D ^ b) ^ ((1 : ℝ) / a) = D ^ ((b : ℝ) / a) := by
    rw [← Real.rpow_natCast, ← Real.rpow_mul hD.le, mul_one_div]
  rw [e0, Real.mul_rpow (pow_pos ht a).le (pow_pos hD b).le, e1, e2]

/-- For `a, b ≥ 1` and `K > 0`, the Kondo scale is a well-defined function of the splitting
`D ≥ 0`: it equals `K` at `D = 0`, decreases strictly, and `T D * D^(b/a)` tends to
`K^((a+b)/a)` as `D` tends to infinity. -/
theorem kondo_scale_crystal_field {a b : ℕ} {K : ℝ} (ha : 1 ≤ a) (hb : 1 ≤ b) (hK : 0 < K) :
    ∃ T : ℝ → ℝ, (∀ D, 0 ≤ D → ∀ t, IsKondoScale a b K D t ↔ t = T D) ∧
      T 0 = K ∧ StrictAntiOn T (Set.Ici 0) ∧
      Tendsto (fun D => T D * D ^ ((b : ℝ) / a)) atTop (𝓝 (K ^ (((a : ℝ) + b) / a))) := by
  have hex : ∀ D : ℝ, 0 ≤ D → ∃ t, IsKondoScale a b K D t :=
    fun D hD => (existsUnique_scale ha hK hD).exists
  choose! T hT using hex
  refine ⟨T, ?_, ?_, ?_, strong_splitting_limit ha hb hK hT⟩
  · intro D hD t
    constructor
    · intro h
      exact (existsUnique_scale ha hK hD).unique h (hT D hD)
    · intro h
      rw [h]
      exact hT D hD
  · exact (existsUnique_scale ha hK le_rfl).unique (hT 0 le_rfl)
      ⟨hK, by rw [add_zero, pow_add]⟩
  · intro D₁ h₁ D₂ h₂ hlt
    exact scale_lt_of_splitting_lt hb h₁ hlt (hT D₁ h₁) (hT D₂ h₂)

end

end CrystalFieldKondo
```

```lean
#print axioms CrystalFieldKondo.saddlePoint_iff
#print axioms CrystalFieldKondo.scale_lower_bound
#print axioms CrystalFieldKondo.kondo_scale_crystal_field
```

```
'CrystalFieldKondo.saddlePoint_iff' depends on axioms: [propext, Classical.choice, Quot.sound]
'CrystalFieldKondo.scale_lower_bound' depends on axioms: [propext, Classical.choice, Quot.sound]
'CrystalFieldKondo.kondo_scale_crystal_field' depends on axioms: [propext, Classical.choice, Quot.sound]
```

## One function of the splitting

`IsKondoScale a b K D T` says that $T$ is positive and solves the product equation. The final theorem, `kondo_scale_crystal_field`, provides a function `T : ℝ → ℝ` such that, for every $D\ge 0$, a number `t` is a Kondo scale exactly when `t = T D`. This one clause contains existence and uniqueness. `StrictAntiOn T (Set.Ici 0)` is the strict decrease on $D\ge 0$; values at negative $D$ carry no meaning. In the limit, `T D` is the function applied to $D$, and the fractional exponents are real powers.

## Two multiplets at a slave-boson saddle point

At the saddle point, the renormalised levels (not the bare ones) of a lower multiplet of degeneracy $a$ and an upper one of degeneracy $b$ lie at energies $T$ and $T+D$ above the Fermi level. Here $T$ is an energy; the temperature is zero. With band cutoff $W>0$ and dimensionless coupling $J>0$ (the exchange constant times the conduction density of states per channel), the same for both multiplets, the wide-band saddle-point equation is

$$J\left(a\log\frac{W}{T}+b\log\frac{W}{T+D}\right)=1 .$$

The file takes this equation, `SaddlePoint`, as its starting point and does not derive it from a Hamiltonian. It is a mean-field condition that neglects slave-boson fluctuations and also the hybridisation widths of the levels beside their energies, approximations suited to large degeneracy. The wide-band form needs $T+D\ll W$, so physically the strong-splitting law describes $K\ll D\ll W$.

Within this mean-field model, the result shows how a crystal field suppresses the Kondo scale of an ion with one $f$ electron, such as Ce$^{3+}$: for a doublet below a quartet, $a=2$ and $b=4$, it gives $T D^2\to K^3$. A doublet is not a large degeneracy, so this example illustrates the power law of the model and is not a quantitative estimate. For $a=1$ the theorems still hold, but a nondegenerate lowest level has no Kondo effect once the splitting is strong, so $T$ is then not a physical Kondo scale.

## From logarithms to the product equation

Expanding the logarithms and dividing by $J$ gives

$$a\log T+b\log(T+D)=(a+b)\log W-\frac1J=(a+b)\log K,$$

where $K=W e^{-1/((a+b)J)}$ is `unsplitScale`. Exponentiating yields the product equation, and each step can be reversed. `product_iff_log` handles the exponentiation, using injectivity of the logarithm on positive numbers; `saddlePoint_iff` adds the algebra with $J$, closed by `linear_combination`.

## Existence, uniqueness and decrease

Let $f(t)=t^a(t+D)^b$. It is continuous, with $f(0)=0$ and $f(K)=K^a(K+D)^b\ge K^{a+b}$, so it takes the value $K^{a+b}$ somewhere in $[0,K]$, and not at $0$. For $0<s<t$, the first factor grows strictly and the second does not shrink, so $f(s)<f(t)$ and the solution is unique. In `existsUnique_scale` these are the steps `intermediate_value_Icc` and `mono`.

For the decrease, take $0\le D_1<D_2$ with scales $T_1,T_2$ and suppose $T_1\le T_2$. Then

$$T_1^a(T_1+D_1)^b<T_1^a(T_2+D_2)^b\le T_2^a(T_2+D_2)^b,$$

although both ends equal $K^{a+b}$. This contradiction is `scale_lt_of_splitting_lt`.

The suppression is also bounded. The tangent to the logarithm at $K$ gives $K(\log x-\log K)\le x-K$ for $x>0$. Adding $a$ times this at $x=T$ and $b$ times this at $x=T+D$ makes the left side vanish, by the logarithmic equation:

$$0\le a(T-K)+b(T+D-K),\qquad\text{so}\qquad T\ge K-\frac{bD}{a+b}.$$

This is `scale_lower_bound`. It is informative only for $D<(a+b)K/b$; once $D$ reaches that value, the bound is no longer positive and says less than $T>0$.

## The strong-splitting power law

For $D>0$ we have $0<T<K$, hence $0<T/D<K/D$ and $T/D\to0$; `squeeze_zero'` does this in `strong_splitting_limit`. Factoring $D^b$ out of $(T+D)^b$ and taking the $a$-th root gives

$$T\,D^{b/a}=\left(\frac{K^{a+b}}{(1+T/D)^b}\right)^{1/a}\longrightarrow K^{(a+b)/a}.$$

The lemma first proves the limit of the right-hand side, then uses `congr'` to transfer it to the left, since the two agree for all $D>0$.

The final theorem uses `choose!` to select the scale at each $D\ge0$. Uniqueness then gives $T(0)=K$, because $K$ solves the unsplit equation.

## An empty multiplet breaks the result

If $a=0$ and $b\ge1$, the equation reduces to $T+D=K$, which has no positive solution once $D\ge K$. If $b=0$ and $a\ge1$, it reduces to $T=K$ for every $D$, and the strict decrease fails.
